# Scaling of level gaps and photon number with N in a quartic model of the critical Dicke mode

Take a cavity mode coupled to N molecules at the critical point of the Dicke model, and make N 64 times larger. The soft mode of light and matter has lost its harmonic restoring force there. What confines it is a quartic potential with a strength proportional to 1/N, so a potential x⁴ becomes x⁴/64. Suppose that ψ solved the old problem with energy E,

−ψ''/2 + x⁴ψ = Eψ,

and stretch it to φ(x) = ψ(x/2). Two derivatives give φ''(x) = ψ''(x/2)/4, and x⁴/64 = (x/2)⁴/4. Both terms carry the same factor 1/4, so

−φ''/2 + (x⁴/64)φ = (E/4)φ.

The stretched state solves the new problem with a quarter of the energy. The parts below extend this to any N and follow the gaps and the photon number.

## The soft mode and its bound states

The model is one mode with Hamiltonian p²/2 + g x⁴, where p = −i d/dx and ħ = 1. From part (g) on, g = c/N. The constant c > 0 stands for the leading nonlinearity that a finite number of molecules leaves at criticality. The reduction of the Dicke Hamiltonian to this single mode is assumed. Reading x and p as the photon quadratures is a further simplification, because the soft mode is part light and part matter.

```lean
import Mathlib

open MeasureTheory Filter

namespace CriticalDickeScaling

noncomputable section
```

A bound state of energy E is a nonzero, twice differentiable complex function that solves the Schrödinger equation at every x. The functions ψ, xψ and ψ' must be square integrable; the last condition keeps ⟨p²⟩ finite and is required, not derived.

```lean
/-- `ψ` is a bound state of energy `E` of the quartic oscillator `p²/2 + g x⁴`: a nonzero, twice
differentiable solution of the Schrödinger equation with `ψ`, `x ψ` and `ψ'` square integrable. -/
structure IsBoundState (g E : ℝ) (ψ : ℝ → ℂ) : Prop where
  ne_zero : ψ ≠ 0
  diff : Differentiable ℝ ψ
  diff' : Differentiable ℝ (deriv ψ)
  schrodinger : ∀ x : ℝ,
    -(1 / 2) * deriv (deriv ψ) x + ((g * x ^ 4 : ℝ) : ℂ) * ψ x = (E : ℂ) * ψ x
  sq_int : Integrable fun x : ℝ => ‖ψ x‖ ^ 2
  x_int : Integrable fun x : ℝ => x ^ 2 * ‖ψ x‖ ^ 2
  p_int : Integrable fun x : ℝ => ‖deriv ψ x‖ ^ 2
```

The rescaled function x ↦ ψ(ax) is called `dilate a ψ`. For a > 1 it is narrower than ψ, despite the name.

```lean
/-- The wave function with its coordinate rescaled, `x ↦ ψ (a x)`. -/
def dilate (a : ℝ) (ψ : ℝ → ℂ) : ℝ → ℂ := fun x => ψ (a * x)
```

Wave functions need not be normalised, so each mean is divided by ∫|ψ|².

```lean
/-- The mean of `x²` in a bound state `ψ`, whose norm is finite and nonzero. -/
def meanXSq (ψ : ℝ → ℂ) : ℝ := (∫ x : ℝ, x ^ 2 * ‖ψ x‖ ^ 2) / ∫ x : ℝ, ‖ψ x‖ ^ 2
```

The mean of p² is written with the slope, as ∫|ψ'|² / ∫|ψ|².

```lean
/-- The mean of `p²` in a bound state `ψ`, whose norm is finite and nonzero. -/
def meanPSq (ψ : ℝ → ℂ) : ℝ := (∫ x : ℝ, ‖deriv ψ x‖ ^ 2) / ∫ x : ℝ, ‖ψ x‖ ^ 2
```

With the ladder operator b = (x + ip)/√2, the number operator is b†b = (x² + p² − 1)/2. Its mean is the photon number used here.

```lean
/-- The mean photon number `(⟨x²⟩ + ⟨p²⟩ - 1)/2` of a mode with quadratures `x` and `p` in a
bound state `ψ`. -/
def photonNumber (ψ : ℝ → ℂ) : ℝ := (meanXSq ψ + meanPSq ψ - 1) / 2
```

The levels at coupling g are the energies that possess a bound state.

```lean
/-- The bound-state energies of `p²/2 + g x⁴`. -/
def levels (g : ℝ) : Set ℝ := {E | ∃ ψ, IsBoundState g E ψ}
```

Two levels are adjacent if no third one lies strictly between them.

```lean
/-- `E < E'` are neighbouring levels of `p²/2 + g x⁴`: no other level lies between them. -/
def Adjacent (g E E' : ℝ) : Prop :=
  E ∈ levels g ∧ E' ∈ levels g ∧ E < E' ∧ ∀ F ∈ levels g, ¬(E < F ∧ F < E')
```

## (a) Slope of a rescaled wave function

**Task.** For differentiable ψ and real a, show that

d/dx ψ(ax) = a ψ'(ax).

**Solution.** The inner function ax has slope a, and the chain rule multiplies it by the slope of ψ at ax.

In Lean, `HasDerivAt` says that the derivative exists and has this value. `h1` is the inner slope, and `HasDerivAt.scomp` is the chain rule.

```lean
/-- Rescaling the coordinate of a differentiable wave function by `a` multiplies its slope
by `a`. -/
theorem hasDerivAt_dilate (a : ℝ) {ψ : ℝ → ℂ} (hψ : Differentiable ℝ ψ) (x : ℝ) :
    HasDerivAt (dilate a ψ) ((a : ℂ) * deriv ψ (a * x)) x := by
  have h1 : HasDerivAt (fun y : ℝ => a * y) a x := by
    simpa using (hasDerivAt_id x).const_mul a
  have h2 : HasDerivAt (fun y : ℝ => ψ (a * y)) (a • deriv ψ (a * x)) x :=
    HasDerivAt.scomp (h := fun y : ℝ => a * y) x (hψ (a * x)).hasDerivAt h1
  rw [Complex.real_smul] at h2
  exact h2
```

## (b) A bound state at another coupling

**Task.** Let ψ be a bound state at coupling g with energy E, and let a > 0. Show that φ(x) = ψ(ax) is a bound state with

−φ''/2 + a⁶g x⁴φ = a²E φ.

**Solution.** Using (a) twice, φ''(x) = a²ψ''(ax). The equation for ψ at the point ax reads

−ψ''(ax)/2 + g a⁴x⁴ψ(ax) = Eψ(ax).

Multiplying by a² gives the claim. If φ vanished everywhere, so would ψ(y) = φ(y/a). With y = ax, the three integrals stay finite:

∫|φ|² dx = a⁻¹ ∫|ψ|² dy

∫x²|φ|² dx = a⁻³ ∫y²|ψ|² dy

∫|φ'|² dx = a ∫|ψ'|² dy

The Lean proof treats the conditions of `IsBoundState` one by one. The line `linear_combination (a : ℂ) ^ 2 * hs` is the multiplication by a², and `integrable_comp_mul_left_iff` carries integrability through the change of variable.

```lean
/-- Rescaling the coordinate by `a > 0` turns a bound state at coupling `g` and energy `E` into
one at coupling `a⁶ g` and energy `a² E`. -/
theorem IsBoundState.dilated {g E a : ℝ} {ψ : ℝ → ℂ} (h : IsBoundState g E ψ) (ha : 0 < a) :
    IsBoundState (a ^ 6 * g) (a ^ 2 * E) (dilate a ψ) := by
  have hd : deriv (dilate a ψ) = fun x => (a : ℂ) * deriv ψ (a * x) :=
    funext fun x => (hasDerivAt_dilate a h.diff x).deriv
  have hd2 (x : ℝ) := (hasDerivAt_dilate a h.diff' x).const_mul (a : ℂ)
  have e : (a ^ 2)⁻¹ * a ^ 2 = 1 := inv_mul_cancel₀ (pow_ne_zero 2 ha.ne')
  refine ⟨?_, fun x => (hasDerivAt_dilate a h.diff x).differentiableAt, ?_, ?_, ?_, ?_, ?_⟩
  · intro h0
    apply h.ne_zero
    funext x
    have h1 : ψ (a * (a⁻¹ * x)) = 0 := congrFun h0 (a⁻¹ * x)
    rwa [mul_inv_cancel_left₀ ha.ne'] at h1
  · rw [hd]
    exact fun x => (hd2 x).differentiableAt
  · -- kinetic and quartic terms both acquire the factor a²
    intro x
    have h2 : deriv (deriv (dilate a ψ)) x = (a : ℂ) * (a * deriv (deriv ψ) (a * x)) := by
      rw [hd]
      exact (hd2 x).deriv
    have hs := h.schrodinger (a * x)
    rw [h2]
    simp only [dilate]
    push_cast at hs ⊢
    linear_combination (a : ℂ) ^ 2 * hs
  · exact (integrable_comp_mul_left_iff (fun x : ℝ => ‖ψ x‖ ^ 2) ha.ne').2 h.sq_int
  · refine (((integrable_comp_mul_left_iff (fun x : ℝ => x ^ 2 * ‖ψ x‖ ^ 2) ha.ne').2
      h.x_int).const_mul (a ^ 2)⁻¹).congr (Eventually.of_forall fun x => ?_)
    simp only [dilate]
    linear_combination (x ^ 2 * ‖ψ (a * x)‖ ^ 2) * e
  · refine (((integrable_comp_mul_left_iff (fun x : ℝ => ‖deriv ψ x‖ ^ 2) ha.ne').2
      h.p_int).const_mul (a ^ 2)).congr (Eventually.of_forall fun x => ?_)
    simp only [hd, norm_mul, Complex.norm_real, Real.norm_eq_abs, mul_pow, sq_abs]
```

## (c) Spread in position and momentum

**Task.** For a > 0 and φ(x) = ψ(ax), show that

⟨x²⟩_φ = ⟨x²⟩_ψ / a²  and  ⟨p²⟩_φ = a²⟨p²⟩_ψ.

**Solution.** Divide the second and third integrals of (b) by the first:

a⁻³/a⁻¹ = a⁻²  and  a/a⁻¹ = a².

The product ⟨x²⟩⟨p²⟩ is unchanged.

The Lean statement asks only that ψ be differentiable. It has physical meaning when the integrals converge, as they do for bound states; Lean gives a divergent integral the value zero. In the proof, `sub` is the substitution y = ax, `hx` and `kp` apply it to the numerators, and `mul_div_mul_left` cancels the common factor a⁻¹.

```lean
/-- Rescaling the coordinate of a differentiable wave function by `a > 0` divides the mean of
`x²` by `a²` and multiplies the mean of `p²` by `a²`. -/
theorem means_dilate {a : ℝ} (ha : 0 < a) {ψ : ℝ → ℂ} (hψ : Differentiable ℝ ψ) :
    meanXSq (dilate a ψ) = (a ^ 2)⁻¹ * meanXSq ψ ∧
      meanPSq (dilate a ψ) = a ^ 2 * meanPSq ψ := by
  -- change of variables on the line
  have sub (f : ℝ → ℝ) : ∫ x, f (a * x) = a⁻¹ * ∫ x, f x := by
    have := Measure.integral_comp_mul_left f a
    rwa [abs_of_pos (inv_pos.2 ha), smul_eq_mul] at this
  have hd (x : ℝ) := (hasDerivAt_dilate a hψ x).deriv
  have h0 : ∫ x, ‖dilate a ψ x‖ ^ 2 = a⁻¹ * ∫ x, ‖ψ x‖ ^ 2 := sub fun x => ‖ψ x‖ ^ 2
  have kp : ∫ x, ‖deriv ψ (a * x)‖ ^ 2 = a⁻¹ * ∫ x, ‖deriv ψ x‖ ^ 2 :=
    sub fun x => ‖deriv ψ x‖ ^ 2
  have kx := sub fun x => x ^ 2 * ‖ψ x‖ ^ 2
  simp only [mul_pow, mul_assoc, integral_const_mul] at kx
  have hx : ∫ x, x ^ 2 * ‖dilate a ψ x‖ ^ 2
      = (a ^ 2)⁻¹ * (a⁻¹ * ∫ x, x ^ 2 * ‖ψ x‖ ^ 2) :=
    (eq_inv_mul_iff_mul_eq₀ (pow_ne_zero 2 ha.ne')).2 kx
  have hi : a⁻¹ ≠ 0 := inv_ne_zero ha.ne'
  constructor
  · rw [meanXSq, meanXSq, hx, h0, mul_div_assoc, mul_div_mul_left _ _ hi]
  · rw [meanPSq, meanPSq, h0]
    simp only [hd, norm_mul, Complex.norm_real, Real.norm_eq_abs, mul_pow, sq_abs,
      integral_const_mul]
    rw [kp, mul_div_assoc, mul_div_mul_left _ _ hi]
```

## (d) The rescaling factor for a given coupling

**Task.** By (b), going from coupling 1 to coupling g > 0 needs a⁶ = g. Show that a = g^(1/6) does this, and find the energy factor a²:

(g^(1/6))⁶ = g  and  (g^(1/6))² = g^(1/3).

**Solution.** Exponents multiply for a positive base: 6/6 = 1 and 2/6 = 1/3. Lean uses the same rule, `Real.rpow_mul`.

```lean
/-- For `g > 0`, the rescaling factor `g^(1/6)` has sixth power `g` and square `g^(1/3)`. -/
theorem root_pow {g : ℝ} (hg : 0 < g) :
    (g ^ (1 / 6 : ℝ)) ^ 6 = g ∧ (g ^ (1 / 6 : ℝ)) ^ 2 = g ^ (1 / 3 : ℝ) := by
  constructor <;> rw [← Real.rpow_natCast, ← Real.rpow_mul hg.le] <;> norm_num
```

## (e) From unit coupling to coupling g

**Task.** Let ψ be a bound state at coupling 1 with energy E, and let g > 0. Show that φ(x) = ψ(g^(1/6) x) is a bound state with

−φ''/2 + g x⁴φ = g^(1/3)E φ,

⟨x²⟩_φ = g^(−1/3)⟨x²⟩_ψ,

⟨p²⟩_φ = g^(1/3)⟨p²⟩_ψ.

**Solution.** Put a = g^(1/6) into (b) and (c), and replace a⁶ by g and a² by g^(1/3). If ψ is normalised, the normalised form of φ is g^(1/12) ψ(g^(1/6) x).

In the proof, `b` is the result of (b) and `m` that of (c); the rewrites insert the powers from (d). The bound state ψ is a hypothesis: its existence is not derived.

```lean
/-- Quartic scaling: for `g > 0`, a bound state `ψ` of `p²/2 + x⁴` with energy `E` gives the bound
state `ψ (g^(1/6) x)` of `p²/2 + g x⁴` with energy `g^(1/3) E`; the mean of `x²` is multiplied by
`g^(-1/3)` and that of `p²` by `g^(1/3)`. -/
theorem quartic_scaling {g E : ℝ} {ψ : ℝ → ℂ} (hg : 0 < g) (h : IsBoundState 1 E ψ) :
    IsBoundState g (g ^ (1 / 3 : ℝ) * E) (dilate (g ^ (1 / 6 : ℝ)) ψ) ∧
      meanXSq (dilate (g ^ (1 / 6 : ℝ)) ψ) = g ^ (-(1 / 3) : ℝ) * meanXSq ψ ∧
      meanPSq (dilate (g ^ (1 / 6 : ℝ)) ψ) = g ^ (1 / 3 : ℝ) * meanPSq ψ := by
  obtain ⟨h6, h2⟩ := root_pow hg
  have ha : 0 < g ^ (1 / 6 : ℝ) := Real.rpow_pos_of_pos hg _
  have b := h.dilated ha
  have m := means_dilate ha h.diff
  rw [h6, h2, mul_one] at b
  rw [h2, ← Real.rpow_neg hg.le] at m
  exact ⟨b, m⟩
```

## (f) The whole set of levels

**Task.** For g > 0, show that no level is gained or lost:

g^(1/3)E is a level at coupling g ⇔ E is a level at coupling 1.

**Solution.** From right to left this is (e). For the other direction, take a bound state at coupling g with energy g^(1/3)E and apply (b) with a = g^(−1/6). The coupling becomes g⁻¹g = 1 and the energy g^(−1/3)g^(1/3)E = E.

The two branches of the Lean proof are these two directions, with the inverse dilation first.

```lean
/-- For `g > 0` the whole bound-state spectrum scales: `g^(1/3) E` is a level at coupling `g`
exactly when `E` is a level at coupling one. -/
theorem mem_levels_iff {g E : ℝ} (hg : 0 < g) :
    g ^ (1 / 3 : ℝ) * E ∈ levels g ↔ E ∈ levels 1 := by
  constructor
  · rintro ⟨ψ, h⟩
    obtain ⟨h6, h2⟩ := root_pow hg
    -- undo the dilation
    have b := h.dilated (inv_pos.2 (Real.rpow_pos_of_pos hg (1 / 6 : ℝ)))
    rw [inv_pow, inv_pow, h6, h2, inv_mul_cancel₀ hg.ne',
      inv_mul_cancel_left₀ (Real.rpow_pos_of_pos hg _).ne'] at b
    exact ⟨_, b⟩
  · rintro ⟨ψ, h⟩
    exact ⟨_, (quartic_scaling hg h).1⟩
```

## (g) Gaps between neighbouring levels

**Task.** Let E < E' be adjacent levels at coupling 1, let g = c/N with c > 0 and N ≥ 1, and write s = (c/N)^(1/3). Show that sE and sE' are adjacent at coupling c/N, with

sE' − sE = c^(1/3)(E' − E) N^(−1/3).

**Solution.** By (f), both are levels, and s > 0 keeps their order. Suppose that a level F lay between them. Write F = sK. By (f), K is a level at coupling 1, and dividing by s gives E < K < E', which contradicts adjacency. The gap is s(E' − E), and s = c^(1/3)N^(−1/3).

For c = 1 and N = 1000, s = 1/10 and every such gap is a tenth of its value at coupling 1. For N = 8000 it is a twentieth.

The Lean proof follows the same argument: `obtain ⟨K, rfl⟩` writes F as sK, and `h4` is the assumption that nothing lies between E and E'.

```lean
/-- At coupling `c/N`, with `c > 0` and `N > 0` molecules, neighbouring levels stay neighbours and
their gap is `c^(1/3) N^(-1/3)` times the gap at coupling one. -/
theorem gap_scaling {c E E' : ℝ} {N : ℕ} (hc : 0 < c) (hN : 0 < N) (h : Adjacent 1 E E') :
    Adjacent (c / N) ((c / N : ℝ) ^ (1 / 3 : ℝ) * E) ((c / N : ℝ) ^ (1 / 3 : ℝ) * E') ∧
      (c / N : ℝ) ^ (1 / 3 : ℝ) * E' - (c / N : ℝ) ^ (1 / 3 : ℝ) * E
        = c ^ (1 / 3 : ℝ) * (E' - E) * (N : ℝ) ^ (-(1 / 3) : ℝ) := by
  have hN' : (0 : ℝ) < N := Nat.cast_pos.2 hN
  have hg : 0 < c / (N : ℝ) := div_pos hc hN'
  have hs : 0 < (c / N : ℝ) ^ (1 / 3 : ℝ) := Real.rpow_pos_of_pos hg _
  obtain ⟨h1, h2, h3, h4⟩ := h
  refine ⟨⟨(mem_levels_iff hg).2 h1, (mem_levels_iff hg).2 h2,
    mul_lt_mul_of_pos_left h3 hs, ?_⟩, ?_⟩
  · intro F hF hb
    obtain ⟨K, rfl⟩ : ∃ K, F = (c / N : ℝ) ^ (1 / 3 : ℝ) * K :=
      ⟨_, (mul_inv_cancel_left₀ hs.ne' F).symm⟩
    exact h4 K ((mem_levels_iff hg).1 hF)
      ⟨lt_of_mul_lt_mul_left hb.1 hs.le, lt_of_mul_lt_mul_left hb.2 hs.le⟩
  · rw [Real.div_rpow hc.le hN'.le, Real.rpow_neg hN'.le]
    ring
```

## (h) Photon number

**Task.** Let ψ be a bound state at coupling 1, with means ⟨x²⟩ and ⟨p²⟩. For c > 0 and N ≥ 1, show that its rescaled partner at coupling c/N has photon number

n = ½ [ ⟨x²⟩ c^(−1/3) N^(1/3) + c^(1/3)⟨p²⟩ N^(−1/3) − 1 ].

**Solution.** Set g = c/N in (e). The mean of x² is multiplied by (c/N)^(−1/3) = c^(−1/3)N^(1/3), and that of p² by (c/N)^(1/3) = c^(1/3)N^(−1/3). Insert both into (⟨x²⟩ + ⟨p²⟩ − 1)/2.

In the smallest case, N = 1 and c = 1, this is the photon number of ψ itself. For c = 1 it gives

N = 1000: n = 5⟨x²⟩ + ⟨p²⟩/20 − 1/2

N = 8000: n = 10⟨x²⟩ + ⟨p²⟩/40 − 1/2

The Lean proof takes `hx` and `hp` from (e), splits the powers of c/N and collects terms.

```lean
/-- At coupling `c/N`, with `c > 0` and `N > 0` molecules, the photon number of the rescaled bound
state is a term in `N^(1/3)` from `⟨x²⟩`, a term in `N^(-1/3)` from `⟨p²⟩`, and the constant
`-1/2`. -/
theorem photonNumber_scaling {c E : ℝ} {N : ℕ} {ψ : ℝ → ℂ} (hc : 0 < c) (hN : 0 < N)
    (h : IsBoundState 1 E ψ) :
    photonNumber (dilate ((c / N : ℝ) ^ (1 / 6 : ℝ)) ψ)
      = (meanXSq ψ / c ^ (1 / 3 : ℝ) * (N : ℝ) ^ (1 / 3 : ℝ)
        + c ^ (1 / 3 : ℝ) * meanPSq ψ * (N : ℝ) ^ (-(1 / 3) : ℝ) - 1) / 2 := by
  have hN' : (0 : ℝ) < N := Nat.cast_pos.2 hN
  have hg : 0 < c / (N : ℝ) := div_pos hc hN'
  obtain ⟨_, hx, hp⟩ := quartic_scaling hg h
  rw [photonNumber, hx, hp, Real.rpow_neg hg.le, Real.div_rpow hc.le hN'.le, inv_div,
    Real.rpow_neg hN'.le]
  ring

end

end CriticalDickeScaling
```

```lean
#print axioms CriticalDickeScaling.gap_scaling
#print axioms CriticalDickeScaling.photonNumber_scaling
```

```
'CriticalDickeScaling.gap_scaling' depends on axioms: [propext, Classical.choice, Quot.sound]
'CriticalDickeScaling.photonNumber_scaling' depends on axioms: [propext, Classical.choice, Quot.sound]
```

## Large N

The checked formula in (h) holds at each finite N; its limit is a short step by hand. Divide by N^(1/3) and let N grow: the last two terms vanish, and n/N^(1/3) tends to ⟨x²⟩/(2c^(1/3)). This is positive, since a continuous ψ that is nonzero at one point is nonzero on an interval around it.

In numerical diagonalisation of the Dicke model at critical coupling, the powers to look for at large N are N^(−1/3) for the gap and N^(1/3) for the mean photon number, as far as a single quartic mode describes the low-energy states. The prefactor of the photon number cannot be taken from (h), because the photon is only one part of the soft mode.
